# Negative definiteness of the Dirichlet second-difference matrix

A particle of mass $m$ is confined to a segment of length $\ell$ by hard walls, so its wavefunction vanishes at both ends. To treat it numerically, the segment is divided by nodes $x_k = kh$, $k = 0, \dots, n+1$, with spacing $h = \ell/(n+1)$. The values at the $n$ interior nodes are the unknowns, and the second derivative is replaced by the three-point difference $[\psi(x_{k+1}) - 2\psi(x_k) + \psi(x_{k-1})]/h^2$. On the interior values this acts as $L/h^2$ with a tridiagonal matrix $L$, and the kinetic energy operator $-\frac{\hbar^2}{2m}\frac{d^2}{dx^2}$ becomes $T = -\frac{\hbar^2}{2mh^2}L$. In the continuum, integration by parts gives $-\int \psi\,\psi''\,dx = \int (\psi')^2\,dx$ for real $\psi$ vanishing at the walls, so the kinetic energy is positive. The question is whether the matrix inherits symmetry and sign exactly, for every $n$.

## The claim

Let $L$ be the real $n \times n$ matrix with rows and columns numbered $0, \dots, n-1$, and entries $L_{ii} = -2$, $L_{ij} = 1$ for $|i - j| = 1$, and $L_{ij} = 0$ otherwise. A vector $u = (u_0, \dots, u_{n-1})$ defines a grid function $\bar u$ on the nodes by $\bar u_{i+1} = u_i$ and $\bar u_0 = \bar u_{n+1} = 0$, so component $i$ sits at node $i+1$. The pair of nodes $j, j+1$ is called bond $j$, and there are $n+1$ bonds, $j = 0, \dots, n$. Then $L^{\mathsf T} = L$,

$$u^{\mathsf T} L u = -\sum_{j=0}^{n} (\bar u_{j+1} - \bar u_j)^2 ,$$

and $u^{\mathsf T} L u < 0$ for $u \neq 0$. Further, $Lu = f$ has exactly one solution $u$ for every vector $f$, and $u^{\mathsf T} L u \ge -4\,u^{\mathsf T} u$. For a normalised vector, $u^{\mathsf T}u = 1$, the two bounds read $-4 \le u^{\mathsf T} L u < 0$. For one particle between hard walls on a finite uniform one-dimensional grid, in a real state with $h\sum_{k=1}^{n}\psi(x_k)^2 = 1$, the normalised vector has components $u_i = \sqrt{h}\,\psi(x_{i+1})$, and the expectation value of the discretised kinetic energy $T$ lies in $0 < u^{\mathsf T} T u \le 2\hbar^2/(mh^2)$.

## Derivation

Symmetry is read off the entries, since the conditions $i = j$ and $|i-j| = 1$ do not change when $i$ and $j$ are exchanged.

Row $i$ of $Lu$ is $-2u_i$, plus $u_{i+1}$ if $i + 1 \le n-1$, plus $u_{i-1}$ if $i \ge 1$. The neighbours missing from the first and last rows are the boundary nodes, where $\bar u$ vanishes, so a single formula covers all rows:

$$(Lu)_i = \bar u_{i+2} - 2\bar u_{i+1} + \bar u_i .$$

Next take two arbitrary real sequences $f_k$ and $g_k$ on the nodes and set $d_j = f_{j+1} - f_j$. The second difference at node $j+1$ is $f_{j+2} - 2f_{j+1} + f_j = d_{j+1} - d_j$. Each of the two resulting sums over $j = 0, \dots, n-1$ is completed to a sum over all bonds:

$$\sum_{j=0}^{n-1} g_{j+1} d_{j+1} = \sum_{j=0}^{n} g_j d_j - g_0 d_0, \qquad \sum_{j=0}^{n-1} g_{j+1} d_j = \sum_{j=0}^{n} g_{j+1} d_j - g_{n+1} d_n .$$

Subtracting the second from the first gives summation by parts,

$$\sum_{j=0}^{n-1} g_{j+1}(f_{j+2} - 2f_{j+1} + f_j) = -\sum_{j=0}^{n} (g_{j+1} - g_j)(f_{j+1} - f_j) + g_{n+1}(f_{n+1} - f_n) - g_0 (f_1 - f_0).$$

Let $v$ be a second vector, and put $f = \bar u$, $g = \bar v$. The left side is $\sum_i v_i (Lu)_i = v^{\mathsf T} L u$, and both boundary terms vanish because $\bar v_0 = \bar v_{n+1} = 0$. This is the discrete Green identity

$$v^{\mathsf T} L u = -\sum_{j=0}^{n} (\bar v_{j+1} - \bar v_j)(\bar u_{j+1} - \bar u_j),$$

and $v = u$ gives the quadratic form of the claim, which is never positive. If it is zero, every square is zero, so $\bar u_{j+1} = \bar u_j$ on every bond. Starting from $\bar u_0 = 0$, all grid values vanish in turn, and $u = 0$. Hence $u^{\mathsf T} L u < 0$ for $u \ne 0$.

If $Lu = 0$, then $u^{\mathsf T} L u = 0$ and so $u = 0$. A square matrix with trivial kernel is invertible, which gives the unique solution of $Lu = f$ for a source vector $f$.

For the lower bound, any real $a, b$ satisfy $2a^2 + 2b^2 - (a-b)^2 = (a+b)^2 \ge 0$. With $a = \bar u_{j+1}$ and $b = \bar u_j$, summed over the bonds,

$$\sum_{j=0}^{n} (\bar u_{j+1} - \bar u_j)^2 \le 2\sum_{j=0}^{n} \bar u_{j+1}^2 + 2\sum_{j=0}^{n} \bar u_j^2 = 4\,u^{\mathsf T} u .$$

The first sum on the right runs over the nodes $1, \dots, n+1$ and the second over $0, \dots, n$, so each equals $u^{\mathsf T}u$ plus one vanishing boundary square.

For $n = 1$ the matrix is $(-2)$, both bonds contribute $u_0^2$, and $u^{\mathsf T}Lu = -2u_0^2$. For $n = 0$ the single bond joins the two walls and contributes zero, and there is no nonzero vector to which the strict inequality applies.

## Formal development

The size `n` is an arbitrary natural number, including $0$.

```lean
import Mathlib

open Matrix Finset

namespace DirichletLaplacian

variable {n : ℕ}
```

The matrix is defined entry by entry. The index type `Fin n` consists of $0, \dots, n-1$, and `i.val` is the index as a natural number. The condition $|i-j| = 1$ is written as two equations with additions only, which avoids the truncated subtraction of natural numbers. No factor $1/h^2$ appears, and the sign convention is that of $d^2/dx^2$.

```lean
/-- The `n × n` Dirichlet second-difference matrix: `-2` on the diagonal, `1` on both
neighbouring diagonals, `0` elsewhere. -/
def dirichletL (n : ℕ) : Matrix (Fin n) (Fin n) ℝ :=
  Matrix.of fun i j =>
    if i = j then -2 else if i.val + 1 = j.val ∨ j.val + 1 = i.val then 1 else 0
```

A vector `u : Fin n → ℝ` holds the interior values, and `pad u k` is $\bar u_k$. The Dirichlet condition is part of this definition and is not a hypothesis of any theorem. The function is also zero at nodes beyond $n+1$. Only the lemma `pad_eq_sum`, stated for every $k$, covers those nodes; the statements about $L$ use the nodes $0, \dots, n+1$ alone.

```lean
/-- The grid function carrying the values of `u` at the interior nodes `1, …, n` and
vanishing at all other nodes, in particular at the boundary nodes `0` and `n + 1`. -/
def pad (u : Fin n → ℝ) (k : ℕ) : ℝ :=
  if h : 0 < k ∧ k ≤ n then u ⟨k - 1, by omega⟩ else 0
```

The lemma `pad_eq_sum` writes $\bar u_k = \sum_j \delta_{j+1,k}\,u_j$, with $\delta$ the Kronecker symbol. For $0 < k \le n$, `Finset.sum_eq_single` keeps the one term $j = k-1$. For other $k$ no index satisfies $j + 1 = k$, and every term is zero.

```lean
/-- The grid value at node `k` is the sum of those components of `u` that sit at node `k`. -/
theorem pad_eq_sum (u : Fin n → ℝ) (k : ℕ) :
    pad u k = ∑ j : Fin n, if j.val + 1 = k then u j else 0 := by
  unfold pad
  by_cases h : 0 < k ∧ k ≤ n
  · rw [dif_pos h, Finset.sum_eq_single (⟨k - 1, by omega⟩ : Fin n)]
    · rw [if_pos]
      show k - 1 + 1 = k
      omega
    · intro j _ hj
      rw [if_neg]
      intro hk
      apply hj
      apply Fin.ext
      show j.val = k - 1
      omega
    · intro hh
      exact absurd (Finset.mem_univ _) hh
  · rw [dif_neg h]
    symm
    apply Finset.sum_eq_zero
    intro j _
    have := j.isLt
    rw [if_neg]
    omega
```

The lemma `pad_succ` is the defining relation $\bar u_{i+1} = u_i$.

```lean
/-- Component `i` of `u` is the grid value at node `i + 1`. -/
theorem pad_succ (u : Fin n → ℝ) (i : Fin n) : pad u (i.val + 1) = u i := by
  have h : 0 < i.val + 1 ∧ i.val + 1 ≤ n := ⟨by omega, i.isLt⟩
  unfold pad
  rw [dif_pos h]
  congr 1
```

In `dirichletL_mulVec`, the expression `dirichletL n *ᵥ u` is $Lu$, and the statement is the three-point formula. After `pad_eq_sum` both sides are sums over the column index $j$, and they are compared term by term, which amounts to $L_{ij}u_j = (\delta_{j+1,i+2} - 2\delta_{j+1,i+1} + \delta_{j+1,i})\,u_j$. The tactic `split_ifs` enumerates the truth values of all index conditions. In a consistent case `ring1` checks the arithmetic, and an inconsistent case is closed by `omega` whenever the arithmetic fails.

```lean
/-- The matrix acts as the three-point second difference at each interior node, with zero
boundary values. -/
theorem dirichletL_mulVec (u : Fin n → ℝ) (i : Fin n) :
    (dirichletL n *ᵥ u) i = pad u (i.val + 2) - 2 * pad u (i.val + 1) + pad u i.val := by
  simp only [Matrix.mulVec, dotProduct, pad_eq_sum, Finset.mul_sum]
  rw [← Finset.sum_sub_distrib, ← Finset.sum_add_distrib]
  refine Finset.sum_congr rfl fun j _ => ?_
  simp only [dirichletL, Matrix.of_apply, Fin.ext_iff]
  split_ifs <;> first | ring1 | (exfalso; omega)
```

The same technique serves for other banded matrices. A value such as `u ⟨k - 1, by omega⟩` carries a proof of its index bound and is awkward to rewrite. Once it is replaced by an indicator sum over the whole index type, the first and last rows need no separate treatment, and what remains is linear arithmetic on indices.

The theorem `summation_by_parts` is stated for arbitrary sequences `f g : ℕ → ℝ`, with both boundary terms, and `range n` is the set $\{0, \dots, n-1\}$. Lean replaces the index shift of the derivation by induction on the number of interior nodes. With none, the claim is $0 = -(g_1 - g_0)d_0 + g_1 d_0 - g_0 d_0$. In the step from $m$ to $m+1$ nodes ($m$ is here the induction variable), the left side gains $g_{m+1}(d_{m+1} - d_m)$. The right side gains $-(g_{m+2} - g_{m+1})d_{m+1} + g_{m+2}d_{m+1} - g_{m+1}d_m$, which is the same quantity. `Finset.sum_range_succ` splits off the last term of each sum, and `ring` confirms the equality.

```lean
/-- Summation by parts: `g` against the second difference of `f` over the nodes `1, …, n`
is minus the sum of products of first differences, plus two boundary terms. -/
theorem summation_by_parts (f g : ℕ → ℝ) (n : ℕ) :
    ∑ j ∈ range n, g (j + 1) * (f (j + 2) - 2 * f (j + 1) + f j) =
      -∑ j ∈ range (n + 1), (g (j + 1) - g j) * (f (j + 1) - f j)
        + g (n + 1) * (f (n + 1) - f n) - g 0 * (f 1 - f 0) := by
  induction n with
  | zero =>
    simp only [Finset.sum_range_succ, Finset.sum_range_zero, zero_add]
    ring
  | succ m ih =>
    rw [Finset.sum_range_succ, ih, Finset.sum_range_succ _ (m + 1)]
    have e : f (m + 2) = f (m + 1 + 1) := rfl
    rw [e]
    ring
```

In `green_identity`, `v ⬝ᵥ dirichletL n *ᵥ u` is $v^{\mathsf T}(Lu)$ with the real dot product. The proof applies summation by parts to `pad u` and `pad v` and removes the boundary terms with `h0` and `h1`, the vanishing of $\bar v$ at the walls. `Fin.sum_univ_eq_sum_range` turns the sum over `range n` into a sum over `Fin n`, where each term is $v_i (Lu)_i$ by `dirichletL_mulVec` and `pad_succ`. The boundary values of $\bar u$ have already entered through the three-point formula.

```lean
/-- Discrete Green identity: `vᵀ L u` is minus the sum over the `n + 1` bonds of the
products of the first differences of `v` and `u`, both with zero boundary values. -/
theorem green_identity (u v : Fin n → ℝ) :
    v ⬝ᵥ dirichletL n *ᵥ u =
      -∑ j ∈ range (n + 1), (pad v (j + 1) - pad v j) * (pad u (j + 1) - pad u j) := by
  have h0 : pad v 0 = 0 := by simp [pad]
  have h1 : pad v (n + 1) = 0 := by simp [pad]
  have key := summation_by_parts (pad u) (pad v) n
  -- the Dirichlet values kill both boundary terms
  rw [h0, h1, zero_mul, zero_mul, add_zero, sub_zero] at key
  rw [← key, ← Fin.sum_univ_eq_sum_range
    (fun j => pad v (j + 1) * (pad u (j + 2) - 2 * pad u (j + 1) + pad u j)) n]
  refine Finset.sum_congr rfl fun i _ => ?_
  rw [dirichletL_mulVec, pad_succ v i]
```

The main theorem `dirichletL_symm_negDef` is a conjunction of three statements, valid for every `n`. The first, `IsSymm`, means $L^{\mathsf T} = L$. The second is the sum-of-squares formula for all real vectors, and the third is strict negativity, whose only hypothesis is `u ≠ 0`. In the proof, `hq` is the Green identity at $v = u$, and symmetry is a case split on the entries. For negativity the sum of squares is nonnegative, so it suffices to derive $u = 0$ from the assumption that it is zero. `Finset.sum_eq_zero_iff_of_nonneg` makes each square vanish, and `hp` carries the zero from node $0$ to node $n$ by induction, using only the bonds $0, \dots, n-1$.

```lean
/-- The Dirichlet matrix is symmetric, `uᵀ L u = -∑_{j=0..n} (pad u (j + 1) - pad u j)²` with zero
boundary values, and `uᵀ L u < 0` for every nonzero `u`. -/
theorem dirichletL_symm_negDef (n : ℕ) :
    (dirichletL n).IsSymm ∧
    (∀ u : Fin n → ℝ, u ⬝ᵥ dirichletL n *ᵥ u =
      -∑ j ∈ range (n + 1), (pad u (j + 1) - pad u j) ^ 2) ∧
    (∀ u : Fin n → ℝ, u ≠ 0 → u ⬝ᵥ dirichletL n *ᵥ u < 0) := by
  have hq : ∀ u : Fin n → ℝ, u ⬝ᵥ dirichletL n *ᵥ u =
      -∑ j ∈ range (n + 1), (pad u (j + 1) - pad u j) ^ 2 := by
    intro u
    rw [green_identity]
    simp only [sq]
  refine ⟨?_, hq, fun u hu => ?_⟩
  · show (dirichletL n)ᵀ = dirichletL n
    ext i j
    simp only [dirichletL, Matrix.transpose_apply, Matrix.of_apply, Fin.ext_iff]
    split_ifs <;> first | rfl | (exfalso; omega)
  · rw [hq, neg_lt_zero]
    have hnn : ∀ j ∈ range (n + 1), 0 ≤ (pad u (j + 1) - pad u j) ^ 2 :=
      fun j _ => sq_nonneg _
    refine lt_of_le_of_ne (Finset.sum_nonneg hnn) fun h0 => hu ?_
    have hz := (Finset.sum_eq_zero_iff_of_nonneg hnn).1 h0.symm
    -- all differences vanish, so the zero at node 0 propagates along the grid
    have hp : ∀ k, k ≤ n → pad u k = 0 := by
      intro k
      induction k with
      | zero => intro _; simp [pad]
      | succ m ih =>
        intro hm
        have h1 := hz m (Finset.mem_range.2 (by omega))
        have h2 : pad u (m + 1) - pad u m = 0 := (pow_eq_zero_iff two_ne_zero).1 h1
        have h3 := ih (by omega)
        linarith
    funext i
    rw [← pad_succ u i]
    exact hp _ i.isLt
```

The theorem `neg_dirichletL_posDef` recasts this in Mathlib's predicate `PosDef`, applied to $-L$. The lemma `Matrix.posDef_iff_dotProduct_mulVec` splits the predicate into Hermiticity and positivity of the form on nonzero vectors. Over the reals the conjugate transpose is the transpose and conjugation is trivial, so both parts reduce to the main theorem with a change of sign.

```lean
/-- The negative of the Dirichlet matrix is positive definite. -/
theorem neg_dirichletL_posDef (n : ℕ) : (-dirichletL n).PosDef := by
  obtain ⟨hs, -, hneg⟩ := dirichletL_symm_negDef n
  rw [Matrix.posDef_iff_dotProduct_mulVec]
  refine ⟨?_, fun x hx => ?_⟩
  · show (-dirichletL n)ᴴ = -dirichletL n
    rw [Matrix.conjTranspose_eq_transpose_of_trivial, Matrix.transpose_neg, hs.eq]
  · have := hneg x hx
    rw [star_trivial, Matrix.neg_mulVec, dotProduct_neg]
    linarith
```

In `poisson_existsUnique`, `∃! u` reads "there is exactly one $u$", and `f` is now a vector of length $n$. For the equation $\psi'' = s$ with source function $s$ and $\psi = 0$ at the walls, the component $f_i$ stands for $h^2 s(x_{i+1})$. The proof takes invertibility (`IsUnit`) of $-L$ from positive definiteness, transfers it to $L$, and concludes that $u \mapsto Lu$ is injective and surjective. It gives no formula for the inverse.

```lean
/-- The discrete Poisson problem `L u = f` with zero boundary values has exactly one
solution for every source `f`. -/
theorem poisson_existsUnique (f : Fin n → ℝ) : ∃! u, dirichletL n *ᵥ u = f := by
  have hu : IsUnit (dirichletL n) := by
    have h := (neg_dirichletL_posDef n).isUnit.neg
    rwa [neg_neg] at h
  have hb : Function.Bijective (dirichletL n).mulVec :=
    ⟨Matrix.mulVec_injective_iff_isUnit.2 hu, Matrix.mulVec_surjective_iff_isUnit.2 hu⟩
  exact hb.existsUnique f
```

The theorem `dirichletL_lower_bound` holds for all `u`, normalised or not. The steps `hR` and `hL` identify the two shifted sums of squares with $u^{\mathsf T}u$, one by splitting off the last term and one the first. The step `hb` sums the elementary inequality over the bonds, and the hint given to `nlinarith` is the square $(\bar u_{j+1} + \bar u_j)^2 \ge 0$ of the derivation.

```lean
/-- The quadratic form of the Dirichlet matrix is bounded below: `uᵀ L u ≥ -4 uᵀ u`. -/
theorem dirichletL_lower_bound (u : Fin n → ℝ) :
    -4 * (u ⬝ᵥ u) ≤ u ⬝ᵥ dirichletL n *ᵥ u := by
  have h0 : pad u 0 = 0 := by simp [pad]
  have h1 : pad u (n + 1) = 0 := by simp [pad]
  have hN : u ⬝ᵥ u = ∑ j ∈ range n, pad u (j + 1) ^ 2 := by
    rw [← Fin.sum_univ_eq_sum_range (fun j => pad u (j + 1) ^ 2) n]
    refine Finset.sum_congr rfl fun i _ => ?_
    rw [pad_succ, sq]
  have hR : ∑ j ∈ range (n + 1), pad u (j + 1) ^ 2 = u ⬝ᵥ u := by
    rw [Finset.sum_range_succ, h1, hN]
    ring
  have hL : ∑ j ∈ range (n + 1), pad u j ^ 2 = u ⬝ᵥ u := by
    rw [Finset.sum_range_succ', h0, hN]
    ring
  -- (a - b)² ≤ 2 a² + 2 b² on every bond
  have hb : ∑ j ∈ range (n + 1), (pad u (j + 1) - pad u j) ^ 2 ≤
      ∑ j ∈ range (n + 1), (2 * pad u (j + 1) ^ 2 + 2 * pad u j ^ 2) :=
    Finset.sum_le_sum fun j _ => by nlinarith [sq_nonneg (pad u (j + 1) + pad u j)]
  rw [Finset.sum_add_distrib, ← Finset.mul_sum, ← Finset.mul_sum, hR, hL] at hb
  rw [(dirichletL_symm_negDef n).2.1 u]
  linarith

end DirichletLaplacian
```

```lean
#print axioms DirichletLaplacian.neg_dirichletL_posDef
#print axioms DirichletLaplacian.poisson_existsUnique
#print axioms DirichletLaplacian.dirichletL_lower_bound
```

```
'DirichletLaplacian.neg_dirichletL_posDef' depends on axioms: [propext, Classical.choice, Quot.sound]
'DirichletLaplacian.poisson_existsUnique' depends on axioms: [propext, Classical.choice, Quot.sound]
'DirichletLaplacian.dirichletL_lower_bound' depends on axioms: [propext, Classical.choice, Quot.sound]
```

The theorems concern a uniform one-dimensional grid of finite size, real vectors and zero boundary values at both ends. They give neither the values of the individual eigenvalues of $L$ nor the accuracy with which $L/h^2$ approximates the second derivative as $h \to 0$. Complex vectors are not treated in Lean, but for $u = a + \mathrm{i}b$ with real $a$ and $b$ the symmetry of the real matrix $L$ gives $u^\dagger L u = a^{\mathsf T} L a + b^{\mathsf T} L b$, so both bounds carry over with $u^\dagger u$ in place of $u^{\mathsf T} u$.

## Other boundary values

The examples and the eigenvalue argument that follow are worked on paper and are not part of the Lean file. Take $n = 1$ and the sequence $f = g$ with $f_0 = 0$, $f_1 = 1$, $f_2 = 2$, which does not vanish at the right wall. The second difference is $2 - 2 + 0 = 0$, while minus the sum of squared differences is $-2$. The boundary term $g_2(f_2 - f_1) = 2$ makes up the gap, so the sum-of-squares formula fails without the Dirichlet value.

Definiteness can fail when no node is pinned, as periodic boundary conditions show. On a periodic ring of three nodes the matrix has $-2$ on the diagonal and $1$ in every other entry. It is symmetric, and its form is again minus a sum of squared differences, but it maps $(1,1,1)$ to zero. All differences vanish for this vector, and there is no node with value zero from which to start the induction. The matrix is singular, and since each column sums to zero, the ring analogue of $Lu = f$ has no solution when the components of $f$ have a nonzero sum.

## In code

A program can apply $L$ without storing it, by keeping an array of length $n+2$ whose end cells are held at zero, which is `pad`. In NumPy, with `d = np.diff(np.pad(u, 1))`, the product $Lu$ is `np.diff(d)` and the quadratic form is `-d @ d`. Since $-L$ is symmetric positive definite, $-Lu = -f$ meets the requirements of Cholesky factorisation and of the conjugate gradient method.

The two bounds also give a sufficient condition under which an explicit time step for the diffusion equation, with zero values at both ends, amplifies no eigenmode. If $Lu = \lambda u$ with $u^{\mathsf T}u = 1$, then $\lambda = u^{\mathsf T}Lu$, so $-4 \le \lambda < 0$. For diffusion with constant $D$ and time step $\Delta t$, the forward Euler update is $u \mapsto u + rLu$ with $r = D\,\Delta t/h^2 > 0$, and it multiplies such a mode by $1 + r\lambda$, which lies in $[1 - 4r, 1)$. For $r \le 1/2$ this factor has modulus at most $1$, whatever the number of nodes.
